# The conditional mean of a harmonically coupled auxiliary variable changes with the collective variable at the rate βk times its conditional variance

A collective variable `z` with free energy `A` is coupled by a harmonic spring of constant `k` to an auxiliary variable that takes finitely many positions `lam j`, each with a positive bias weight `b j`. The joint Boltzmann weights are unnormalised, but the conditional mean and variance of the auxiliary position at fixed `z` are normalised by dividing by the sum of the weights. The theorem `hasDerivAt_condMean` states that, if there is at least one auxiliary position and `A` is differentiable at `z`, the conditional mean has derivative `β * k * condVar β k A b lam z` there. The proof differentiates the mean by the quotient rule, writes the variance in terms of the first two moments, and leaves the remaining algebraic identity to `linear_combination`.

This version doesn't compile in Lean 4 with Mathlib:

```lean
import Mathlib

open Finset

namespace HasDerivAtCondMean

noncomputable section

variable {ι : Type*} [Fintype ι]

/-- Joint Boltzmann weight of the collective variable at `z` and the auxiliary variable at
`lam j`, with free energy `A`, spring constant `k` and bias weight `b j`. -/
def jointWeight (β k : ℝ) (A : ℝ → ℝ) (b lam : ι → ℝ) (j : ι) (z : ℝ) : ℝ :=
  b j * Real.exp (-β * (A z + k * (z - lam j) ^ 2 / 2))

/-- The unnormalised biased density `ρ(z)` of the collective variable: the joint weight
summed over the auxiliary positions. -/
def marginal (β k : ℝ) (A : ℝ → ℝ) (b lam : ι → ℝ) (z : ℝ) : ℝ :=
  ∑ j, jointWeight β k A b lam j z

/-- Conditional mean of an observable `f` of the auxiliary variable at fixed `z`,
defined where the marginal density is nonzero. -/
def condMean (β k : ℝ) (A : ℝ → ℝ) (b lam f : ι → ℝ) (z : ℝ) : ℝ :=
  (∑ j, f j * jointWeight β k A b lam j z) / marginal β k A b lam z

/-- Conditional variance of the auxiliary position at fixed `z`,
defined where the marginal density is nonzero. -/
def condVar (β k : ℝ) (A : ℝ → ℝ) (b lam : ι → ℝ) (z : ℝ) : ℝ :=
  condMean β k A b lam (fun j => (lam j - condMean β k A b lam lam z) ^ 2) z

variable {β k z A' : ℝ} {A : ℝ → ℝ} {b lam : ι → ℝ}

/-- With at least one auxiliary position and positive bias weights, the marginal density
is positive everywhere. -/
theorem marginal_pos [Nonempty ι] (hb : ∀ j, 0 < b j) (z : ℝ) :
    0 < marginal β k A b lam z :=
  Finset.sum_pos (fun j _ => mul_pos (hb j) (Real.exp_pos _)) Finset.univ_nonempty

omit [Fintype ι] in
/-- Where `A` is differentiable, the derivative of each joint weight is the weight itself times
`-β (A'(z) + k (z - lam j))`. -/
theorem hasDerivAt_jointWeight (hA : HasDerivAt A A' z) (j : ι) :
    HasDerivAt (fun x => jointWeight β k A b lam j x)
      (-β * (A' + k * (z - lam j)) * jointWeight β k A b lam j z) z := by
  have hq : HasDerivAt (fun x => k * (x - lam j) ^ 2 / 2) (k * (z - lam j)) z := by
    have h := ((((hasDerivAt_id' z).sub_const (lam j)).fun_pow 2).const_mul k).div_const 2
    exact h.congr_deriv (by push_cast; ring)
  have h := (((hA.fun_add hq).const_mul (-β)).exp).const_mul (b j)
  exact h.congr_deriv (by unfold jointWeight; ring)

/-- Fluctuation-response relation: for at least one auxiliary position, positive bias weights and
`A` differentiable at `z`, the conditional mean auxiliary position changes with `z` at the rate
`β k Var(λ|z)`. -/
theorem hasDerivAt_condMean [Nonempty ι] (hb : ∀ j, 0 < b j) (hA : HasDerivAt A A' z) :
    HasDerivAt (fun x => condMean β k A b lam lam x) (β * k * condVar β k A b lam z) z := by
  have hρ : marginal β k A b lam z ≠ 0 := (marginal_pos hb z).ne'
  have hm : condMean β k A b lam lam z * marginal β k A b lam z
      = ∑ j, lam j * jointWeight β k A b lam j z := div_mul_cancel₀ _ hρ
  -- derivatives of the denominator and of the numerator
  have hD : HasDerivAt (fun x => marginal β k A b lam x)
      (-β * (A' + k * z) * marginal β k A b lam z
        + β * k * ∑ j, lam j * jointWeight β k A b lam j z) z := by
    have hs := HasDerivAt.fun_sum (u := Finset.univ)
      (fun j _ => hasDerivAt_jointWeight (β := β) (k := k) (b := b) (lam := lam) hA j)
    refine hs.congr_deriv ?_
    unfold marginal
    rw [Finset.mul_sum, Finset.mul_sum, ← Finset.sum_add_distrib]
    exact Finset.sum_congr rfl (fun j _ => by ring)
  have hN : HasDerivAt (fun x => ∑ j, lam j * jointWeight β k A b lam j x)
      (-β * (A' + k * z) * ∑ j, lam j * jointWeight β k A b lam j z
        + β * k * ∑ j, lam j ^ 2 * jointWeight β k A b lam j z) z := by
    have hs := HasDerivAt.fun_sum (u := Finset.univ) (fun j _ =>
      (hasDerivAt_jointWeight (β := β) (k := k) (b := b) (lam := lam) hA j).const_mul (lam j))
    refine hs.congr_deriv ?_
    rw [Finset.mul_sum, Finset.mul_sum, ← Finset.sum_add_distrib]
    exact Finset.sum_congr rfl (fun j _ => by ring)
  -- the variance in terms of the first two moments
  have hv : condVar β k A b lam z * marginal β k A b lam z
      = ∑ j, lam j ^ 2 * jointWeight β k A b lam j z
        + (-2 * condMean β k A b lam lam z) * ∑ j, lam j * jointWeight β k A b lam j z
        + condMean β k A b lam lam z ^ 2 * marginal β k A b lam z := by
    refine (div_mul_cancel₀ _ hρ).trans ?_
    unfold marginal
    rw [Finset.mul_sum, Finset.mul_sum, ← Finset.sum_add_distrib, ← Finset.sum_add_distrib]
    exact Finset.sum_congr rfl (fun j _ => by ring)
  refine (hN.fun_div hD hρ).congr_deriv ?_
  rw [div_eq_iff (pow_ne_zero 2 hρ)]
  linear_combination (-β * k * marginal β k A b lam z) * hv
    + β * k * (∑ j, lam j * jointWeight β k A b lam j z
      - condMean β k A b lam lam z * marginal β k A b lam z) * hm
    + β * k * (∑ j, lam j * jointWeight β k A b lam j z
      - 2 * condMean β k A b lam lam z * marginal β k A b lam z) * (hm.symm)

end

end HasDerivAtCondMean
```

Lean reports:

```
Main.lean:88:2: error: ring failed, ring expressions not equal
ι : Type u_1
inst✝¹ : Fintype ι
β k z A' : ℝ
A : ℝ → ℝ
b lam : ι → ℝ
inst✝ : Nonempty ι
hb : ∀ (j : ι), 0 < b j
hA : HasDerivAt A A' z
hρ : marginal β k A b lam z ≠ 0
hm : condMean β k A b lam lam z * marginal β k A b lam z = ∑ j, lam j * jointWeight β k A b lam j z
hD :
  HasDerivAt (fun x => marginal β k A b lam x)
    (-β * (A' + k * z) * marginal β k A b lam z + β * k * ∑ j, lam j * jointWeight β k A b lam j z) z
hN :
  HasDerivAt (fun x => ∑ j, lam j * jointWeight β k A b lam j x)
    (-β * (A' + k * z) * ∑ j, lam j * jointWeight β k A b lam j z +
      β * k * ∑ j, lam j ^ 2 * jointWeight β k A b lam j z)
    z
hv :
  condVar β k A b lam z * marginal β k A b lam z =
    ∑ j, lam j ^ 2 * jointWeight β k A b lam j z +
        -2 * condMean β k A b lam lam z * ∑ j, lam j * jointWeight β k A b lam j z +
      condMean β k A b lam lam z ^ 2 * marginal β k A b lam z
⊢ (β * k * ∑ j, lam j * jointWeight β k A b lam j z) * marginal β k A b lam z * condMean β k A b lam lam z * 3 -
        β * k * (∑ j, lam j * jointWeight β k A b lam j z) ^ 2 -
      β * k * marginal β k A b lam z ^ 2 * condMean β k A b lam lam z ^ 2 * 2 =
    0
```

Cause. The error says that `ring` could not close the equation left by `linear_combination`, which subtracts the chosen multiples of the hypotheses from the goal and needs the remainder to vanish identically.

Write M for the marginal density, S for `∑ j, lam j * jointWeight β k A b lam j z` and m for the conditional mean, so that `hm` says mM = S. Once the multiple of `hv` is subtracted, what remains of the goal is −βk(S − mM)². The multiple of `hm` contributes exactly this, so the first two terms already suffice. The third term, with `hm.symm`, subtracts a further βk(S − 2mM)(S − mM), and this leaves βk(3mMS − S² − 2m²M²), the expression in the message. That expression is zero by `hm`, but `ring` does not use hypotheses, so it fails.

The repair deletes the third term, and the remainder then cancels identically.

After these edits no error is left:

```diff
@@ -89,6 +89,4 @@
     + β * k * (∑ j, lam j * jointWeight β k A b lam j z
       - condMean β k A b lam lam z * marginal β k A b lam z) * hm
-    + β * k * (∑ j, lam j * jointWeight β k A b lam j z
-      - 2 * condMean β k A b lam lam z * marginal β k A b lam z) * (hm.symm)
 
 end
```
